# Direct RPA doubles the correlation energy of the one-dimensional Moshinsky atom in the weak-coupling limit

Two particles on a line sit in a harmonic trap and are joined by a spring of strength $k$. They may share one spatial orbital, as two electrons in a spin singlet can. Each feels the average pull of the other as a stiffer trap, and the correlation energy is what this mean-field picture misses. The random-phase approximation (RPA) estimates it from an integral over imaginary frequencies. Since the model is exactly solvable, the estimate can be compared with the exact value.

## The model and its two correlation energies

Units are $\hbar=m=1$, with trap frequency 1.

```lean
import Mathlib

open Filter Set MeasureTheory
open scoped Real Topology

namespace MoshinskyRPA

noncomputable section
```

For a mode of frequency $w$ whose squared frequency is shifted by $a$, the integrand at imaginary frequency $x$ is $\ln(1+a/(x^2+w^2))-a/(x^2+w^2)$.

```lean
/-- The RPA integrand at imaginary frequency `x`, for a mode of frequency `w` and coupling `a`. -/
def rpaIntegrand (w a x : ℝ) : ℝ :=
  Real.log (1 + a / (x ^ 2 + w ^ 2)) - a / (x ^ 2 + w ^ 2)
```

The RPA energy is its integral over $x>0$, divided by $2\pi$.

```lean
/-- The RPA correlation energy as an integral over imaginary frequencies. -/
def rpaEnergy (w a : ℝ) : ℝ := 1 / (2 * π) * ∫ x in Ioi (0 : ℝ), rpaIntegrand w a x
```

The next function, with $b,w>0$ and $b^2=w^2+a$, will serve as an antiderivative.

```lean
/-- A primitive of the RPA integrand with coupling `b ^ 2 - w ^ 2`. -/
def primitive (b w x : ℝ) : ℝ :=
  x * (Real.log (x ^ 2 + b ^ 2) - Real.log (x ^ 2 + w ^ 2)) + 2 * b * Real.arctan (x / b)
    - (w ^ 2 + b ^ 2) / w * Real.arctan (x / w)
```

The Hamiltonian acts on real functions of two coordinates through second derivatives. Wherever $x$ appears together with $y$ or in a wavefunction it is a particle position; in the RPA integrand and in parts (a) to (c) it is the imaginary frequency.

```lean
/-- The Moshinsky Hamiltonian: two particles on a line in a unit harmonic trap, coupled by a
spring of strength `k`. -/
def hamiltonian (k : ℝ) (ψ : ℝ → ℝ → ℝ) (x y : ℝ) : ℝ :=
  -(1 / 2) * deriv (deriv (fun t => ψ t y)) x - 1 / 2 * deriv (deriv (fun t => ψ x t)) y
    + ((x ^ 2 + y ^ 2) / 2 + k / 2 * (x - y) ^ 2) * ψ x y
```

For $k>-1/2$, put $s=\sqrt{1+2k}$. The correlated Gaussian is written without its normalisation factor $s^{1/4}/\sqrt\pi$.

```lean
/-- The correlated Gaussian wavefunction of the Moshinsky atom. -/
def groundState (k x y : ℝ) : ℝ :=
  Real.exp (-(x + y) ^ 2 / 4 - √(1 + 2 * k) * (x - y) ^ 2 / 4)
```

In a product of two Gaussians $e^{-\Omega x^2/2}$, each particle has kinetic energy $\Omega/4$ and $\langle x^2\rangle=1/(2\Omega)$. The total energy is therefore $\Omega/2+(1+k)/(2\Omega)$. The Lean code takes this expression as a definition.

```lean
/-- The energy expression for a product of two identical Gaussians `exp (-Ω x ^ 2 / 2)`. -/
def productEnergy (k Ω : ℝ) : ℝ := Ω / 2 + (1 + k) / (2 * Ω)
```

The exact correlation energy is the energy of the correlated Gaussian minus the mean-field energy.

```lean
/-- The exact correlation energy: the energy of the correlated Gaussian minus the mean-field
energy. -/
def exactCorrelation (k : ℝ) : ℝ := (1 + √(1 + 2 * k)) / 2 - √(1 + k)
```

The mean-field frequency is $w=\sqrt{1+k}$, which leaves the coupling $-kxy$. The RPA is built here on this reference, with both particles in the lowest level of the oscillator of frequency $w$. Direct RPA also lets each particle interact with itself, replacing $-kxy$ by $-\tfrac k2(x+y)^2=-kQ^2$, where $Q=(x+y)/\sqrt2$. This shifts the squared frequency of $Q$ by $a=-2k$, a value that enters the Lean code by definition.

```lean
/-- The RPA correlation energy of the Moshinsky atom, with `w ^ 2 = 1 + k` and `a = -2 k`. -/
def rpaCorrelation (k : ℝ) : ℝ := rpaEnergy (√(1 + k)) (-2 * k)
```

## (a) An antiderivative of the integrand

**Task.** For $b,w>0$, show that `primitive b w` has the RPA integrand as its derivative.

**Solution.** The product rule gives $\ln(x^2+b^2)-\ln(x^2+w^2)$ plus rational terms. Those over $x^2+b^2$ sum to $(2x^2+2b^2)/(x^2+b^2)=2$. Those over $x^2+w^2$ sum to
$$-\frac{2x^2+w^2+b^2}{x^2+w^2}=-2-\frac{b^2-w^2}{x^2+w^2}.$$
The twos cancel, and the logarithms combine because $1+a/(x^2+w^2)=(x^2+b^2)/(x^2+w^2)$. In the code, `e1` and `e2` are the two rational sums.

```lean
/-- The derivative of the primitive is the RPA integrand. -/
theorem hasDerivAt_primitive {b w : ℝ} (hb : 0 < b) (hw : 0 < w) (x : ℝ) :
    HasDerivAt (primitive b w) (rpaIntegrand w (b ^ 2 - w ^ 2) x) x := by
  have hB : x ^ 2 + b ^ 2 ≠ 0 := by positivity
  have hW : x ^ 2 + w ^ 2 ≠ 0 := by positivity
  have hlog : ∀ c : ℝ, 0 < c →
      HasDerivAt (fun y : ℝ => Real.log (y ^ 2 + c ^ 2)) (2 * x / (x ^ 2 + c ^ 2)) x := by
    intro c hc
    have h0 : HasDerivAt (fun y : ℝ => y ^ 2 + c ^ 2) (2 * x) x := by
      simpa using (hasDerivAt_pow 2 x).add_const (c ^ 2)
    exact h0.log (by positivity)
  have hatan : ∀ c : ℝ, 0 < c →
      HasDerivAt (fun y : ℝ => Real.arctan (y / c)) (c / (x ^ 2 + c ^ 2)) x := by
    intro c hc
    have hC : x ^ 2 + c ^ 2 ≠ 0 := by positivity
    have h : HasDerivAt (fun y : ℝ => Real.arctan (y / c))
        (1 / (1 + (x / c) ^ 2) * (1 / c)) x := ((hasDerivAt_id' x).div_const c).arctan
    have e : 1 + (x / c) ^ 2 = (x ^ 2 + c ^ 2) / c ^ 2 := by
      field_simp
      ring
    rw [e] at h
    exact h.congr_deriv (by field_simp)
  have hi : rpaIntegrand w (b ^ 2 - w ^ 2) x = Real.log (x ^ 2 + b ^ 2)
      - Real.log (x ^ 2 + w ^ 2) - (b ^ 2 - w ^ 2) / (x ^ 2 + w ^ 2) := by
    have e : 1 + (b ^ 2 - w ^ 2) / (x ^ 2 + w ^ 2) = (x ^ 2 + b ^ 2) / (x ^ 2 + w ^ 2) := by
      field_simp
      ring
    rw [rpaIntegrand, e, Real.log_div hB hW]
  rw [hi]
  have h := (((hasDerivAt_id' x).fun_mul ((hlog b hb).fun_sub (hlog w hw))).fun_add
    ((hatan b hb).const_mul (2 * b))).fun_sub ((hatan w hw).const_mul ((w ^ 2 + b ^ 2) / w))
  refine h.congr_deriv ?_
  -- the rational terms combine separately over each denominator
  have e1 : x * (2 * x / (x ^ 2 + b ^ 2)) + 2 * b * (b / (x ^ 2 + b ^ 2)) = 2 := by
    field_simp
  have e2 : x * (2 * x / (x ^ 2 + w ^ 2)) + (w ^ 2 + b ^ 2) / w * (w / (x ^ 2 + w ^ 2))
      = 2 + (b ^ 2 - w ^ 2) / (x ^ 2 + w ^ 2) := by
    field_simp
    ring
  linear_combination e1 - e2
```

## (b) Its limit at infinite frequency

**Task.** Find the limit of the antiderivative as $x\to\infty$.

**Solution.** Applying $\ln t\le t-1$ to the ratio of the two arguments and to its inverse gives, for $x>0$,
$$\frac{ax}{x^2+b^2}\le x\ln\frac{x^2+b^2}{x^2+w^2}\le\frac{ax}{x^2+w^2}.$$
Both bounds vanish, since $x/(x^2+c^2)\le1/x$; this is the squeeze in `hL`. Each arctangent tends to $\pi/2$, leaving
$$\pi b-\frac{\pi(w^2+b^2)}{2w}=\pi(b-w)-\frac{\pi(b^2-w^2)}{2w}.$$

```lean
/-- The limit of the primitive at infinite imaginary frequency. -/
theorem tendsto_primitive {b w : ℝ} (hb : 0 < b) (hw : 0 < w) :
    Tendsto (primitive b w) atTop (𝓝 (π * (b - w) - π * (b ^ 2 - w ^ 2) / (2 * w))) := by
  have hz : ∀ c : ℝ, 0 < c →
      Tendsto (fun x : ℝ => x * ((b ^ 2 - w ^ 2) / (x ^ 2 + c ^ 2))) atTop (𝓝 0) := by
    intro c hc
    have h0 : Tendsto (fun x : ℝ => x / (x ^ 2 + c ^ 2)) atTop (𝓝 0) := by
      refine squeeze_zero' ?_ ?_ tendsto_inv_atTop_zero
      · filter_upwards [eventually_gt_atTop (0 : ℝ)] with x hx
        positivity
      · filter_upwards [eventually_gt_atTop (0 : ℝ)] with x hx
        rw [div_le_iff₀ (by positivity)]
        have e : x⁻¹ * (x ^ 2 + c ^ 2) = x + x⁻¹ * c ^ 2 := by field_simp
        have h : 0 ≤ x⁻¹ * c ^ 2 := by positivity
        linarith
    have h1 := h0.const_mul (b ^ 2 - w ^ 2)
    rw [mul_zero] at h1
    exact h1.congr (fun x => by ring)
  have hlog : ∀ p q : ℝ, 0 < p → 0 < q → Real.log p - Real.log q ≤ (p - q) / q := by
    intro p q hp hq
    have h := Real.log_le_sub_one_of_pos (div_pos hp hq)
    rw [Real.log_div hp.ne' hq.ne'] at h
    rwa [sub_div, div_self hq.ne']
  -- the logarithmic boundary term is squeezed between two vanishing bounds
  have hL : Tendsto (fun x : ℝ => x * (Real.log (x ^ 2 + b ^ 2) - Real.log (x ^ 2 + w ^ 2)))
      atTop (𝓝 0) := by
    refine tendsto_of_tendsto_of_tendsto_of_le_of_le' (hz b hb) (hz w hw) ?_ ?_
    · filter_upwards [eventually_gt_atTop (0 : ℝ)] with x hx
      have h := hlog (x ^ 2 + w ^ 2) (x ^ 2 + b ^ 2) (by positivity) (by positivity)
      have e : (x ^ 2 + w ^ 2 - (x ^ 2 + b ^ 2)) / (x ^ 2 + b ^ 2)
          = -((b ^ 2 - w ^ 2) / (x ^ 2 + b ^ 2)) := by
        rw [← neg_div]; congr 1; ring
      exact mul_le_mul_of_nonneg_left (by linarith) hx.le
    · filter_upwards [eventually_gt_atTop (0 : ℝ)] with x hx
      have h := hlog (x ^ 2 + b ^ 2) (x ^ 2 + w ^ 2) (by positivity) (by positivity)
      rw [add_sub_add_left_eq_sub] at h
      exact mul_le_mul_of_nonneg_left h hx.le
  have harc : ∀ c : ℝ, 0 < c →
      Tendsto (fun x : ℝ => Real.arctan (x / c)) atTop (𝓝 (π / 2)) := fun c hc =>
    (tendsto_nhds_of_tendsto_nhdsWithin Real.tendsto_arctan_atTop).comp
      (tendsto_id.atTop_div_const hc)
  have e : π * (b - w) - π * (b ^ 2 - w ^ 2) / (2 * w)
      = 0 + 2 * b * (π / 2) - (w ^ 2 + b ^ 2) / w * (π / 2) := by
    field_simp
    ring
  rw [e]
  exact (hL.add ((harc b hb).const_mul (2 * b))).sub
    ((harc w hw).const_mul ((w ^ 2 + b ^ 2) / w))
```

## (c) The frequency integral

**Task.** For $w>0$ and $a>-w^2$, show that the integral converges and that the RPA energy is $(\sqrt{w^2+a}-w)/2-a/(4w)$.

**Solution.** Take $b=\sqrt{w^2+a}>0$. The integrand is nonpositive because $\ln(1+t)\le t$, and its antiderivative has a finite limit, so it is integrable. The antiderivative vanishes at 0; dividing the limit in (b) by $2\pi$ gives the result. It is the shift in zero-point energy minus its first-order part.

The formula needs $w>0$: for $w=-1$, $a=0$ the integral is 0, but the right-hand side is 1.

```lean
/-- The RPA frequency integral converges, and the correlation energy is the shift in zero-point
energy minus its first-order part. -/
theorem rpaEnergy_eq {w a : ℝ} (hw : 0 < w) (ha : -w ^ 2 < a) :
    IntegrableOn (rpaIntegrand w a) (Ioi 0) ∧
      rpaEnergy w a = (√(w ^ 2 + a) - w) / 2 - a / (4 * w) := by
  obtain ⟨b, hb, rfl⟩ : ∃ b : ℝ, 0 < b ∧ a = b ^ 2 - w ^ 2 :=
    ⟨√(w ^ 2 + a), Real.sqrt_pos.2 (by linarith), by
      rw [Real.sq_sqrt (by linarith)]; ring⟩
  -- the integrand is nonpositive because log (1 + u) ≤ u
  have hneg : ∀ x ∈ Ioi (0 : ℝ), rpaIntegrand w (b ^ 2 - w ^ 2) x ≤ 0 := by
    intro x _
    have hp : 0 < 1 + (b ^ 2 - w ^ 2) / (x ^ 2 + w ^ 2) := by
      have e : 1 + (b ^ 2 - w ^ 2) / (x ^ 2 + w ^ 2)
          = (x ^ 2 + b ^ 2) / (x ^ 2 + w ^ 2) := by
        field_simp
        ring
      rw [e]; positivity
    have h := Real.log_le_sub_one_of_pos hp
    unfold rpaIntegrand
    linarith
  have hd : ∀ x ∈ Ici (0 : ℝ),
      HasDerivAt (primitive b w) (rpaIntegrand w (b ^ 2 - w ^ 2) x) x :=
    fun x _ => hasDerivAt_primitive hb hw x
  refine ⟨integrableOn_Ioi_deriv_of_nonpos' hd hneg (tendsto_primitive hb hw), ?_⟩
  have h0 : primitive b w 0 = 0 := by simp [primitive]
  rw [rpaEnergy, integral_Ioi_of_hasDerivAt_of_nonpos' hd hneg (tendsto_primitive hb hw), h0,
    show w ^ 2 + (b ^ 2 - w ^ 2) = b ^ 2 by ring, Real.sqrt_sq hb.le]
  have hpi := Real.pi_ne_zero
  field_simp
  ring
```

## (d) The correlated eigenfunction

**Task.** For $k>-1/2$, show that the Gaussian $\psi$ solves the Schrödinger equation with energy $(1+s)/2$.

**Solution.** Differentiating twice,
$$\partial_x^2\psi=\left(\tfrac14[(x+y)+s(x-y)]^2-\tfrac{1+s}2\right)\psi,$$
and $\partial_y^2\psi$ has $-s(x-y)$ in the square bracket. The kinetic term is thus
$$\left(-\tfrac14[(x+y)^2+s^2(x-y)^2]+\tfrac{1+s}2\right)\psi.$$
The potential is $\tfrac14[(x+y)^2+(1+2k)(x-y)^2]$, and $s^2=1+2k$ cancels the quadratic terms. The helper `hg` differentiates a general Gaussian twice. The theorem establishes the eigenvalue equation, not minimality of the energy.

```lean
/-- The correlated Gaussian solves the Schrödinger equation of the Moshinsky atom with energy
`(1 + √(1 + 2 k)) / 2`. -/
theorem hamiltonian_groundState {k : ℝ} (hk : -1 / 2 < k) (x y : ℝ) :
    hamiltonian k (groundState k) x y = (1 + √(1 + 2 * k)) / 2 * groundState k x y := by
  have hs : √(1 + 2 * k) ^ 2 = 1 + 2 * k := Real.sq_sqrt (by linarith)
  -- second derivative of a general Gaussian
  have hg : ∀ p q r z : ℝ, deriv (deriv (fun t : ℝ => Real.exp (p * t ^ 2 + q * t + r))) z
      = ((2 * p * z + q) ^ 2 + 2 * p) * Real.exp (p * z ^ 2 + q * z + r) := by
    intro p q r z
    have h0 : ∀ t : ℝ, HasDerivAt (fun t : ℝ => p * t ^ 2 + q * t + r) (2 * p * t + q) t := by
      intro t
      have hsq : HasDerivAt (fun t : ℝ => t ^ 2) (2 * t) t := by
        simpa using hasDerivAt_pow 2 t
      have h := ((hsq.const_mul p).fun_add ((hasDerivAt_id' t).const_mul q)).add_const r
      exact h.congr_deriv (by ring)
    have h1 : deriv (fun t : ℝ => Real.exp (p * t ^ 2 + q * t + r))
        = fun t => (2 * p * t + q) * Real.exp (p * t ^ 2 + q * t + r) :=
      funext fun t => (h0 t).exp.deriv.trans (mul_comm _ _)
    have h2 : HasDerivAt (fun t : ℝ => 2 * p * t + q) (2 * p) z := by
      simpa using ((hasDerivAt_id' z).const_mul (2 * p)).add_const q
    rw [h1, (h2.fun_mul (h0 z).exp).deriv]
    ring
  unfold hamiltonian
  set s := √(1 + 2 * k) with hsdef
  have hx : ∀ t, groundState k t y = Real.exp (-(1 + s) / 4 * t ^ 2
      + -(1 - s) / 2 * y * t + -(1 + s) / 4 * y ^ 2) := by
    intro t; rw [groundState, ← hsdef]; congr 1; ring
  have hy : ∀ t, groundState k x t = Real.exp (-(1 + s) / 4 * t ^ 2
      + -(1 - s) / 2 * x * t + -(1 + s) / 4 * x ^ 2) := by
    intro t; rw [groundState, ← hsdef]; congr 1; ring
  have dx := hg (-(1 + s) / 4) (-(1 - s) / 2 * y) (-(1 + s) / 4 * y ^ 2) x
  have dy := hg (-(1 + s) / 4) (-(1 - s) / 2 * x) (-(1 + s) / 4 * x ^ 2) y
  rw [← funext hx, ← hx x] at dx
  rw [← funext hy, ← hy y] at dy
  rw [dx, dy]
  linear_combination (-(x - y) ^ 2 / 4 * groundState k x y) * hs
```

## (e) The mean-field energy

**Task.** For $k>-1$, minimise the product energy over $\Omega>0$.

**Solution.** With $u=\sqrt{1+k}$,
$$\frac\Omega2+\frac{u^2}{2\Omega}-u=\frac{(\Omega-u)^2}{2\Omega}\ge0,$$
with equality at $\Omega=u$. `IsLeast` says that $u$ is both attained and a lower bound, within this Gaussian family.

```lean
/-- The lowest value of the product-Gaussian energy expression is `√(1 + k)`. -/
theorem isLeast_productEnergy {k : ℝ} (hk : -1 < k) :
    IsLeast (productEnergy k '' Ioi 0) (√(1 + k)) := by
  have hu0 : 0 < √(1 + k) := Real.sqrt_pos.2 (by linarith)
  have hu : √(1 + k) ^ 2 = 1 + k := Real.sq_sqrt (by linarith)
  constructor
  · refine ⟨√(1 + k), hu0, ?_⟩
    have e : (1 + k) / (2 * √(1 + k)) = √(1 + k) / 2 := by
      rw [div_eq_div_iff (mul_pos two_pos hu0).ne' two_ne_zero]
      linear_combination -2 * hu
    rw [productEnergy, e]
    ring
  · rintro _ ⟨Ω, hΩ, rfl⟩
    have hΩ' : 0 < Ω := hΩ
    have e : productEnergy k Ω = (Ω ^ 2 + (1 + k)) / (2 * Ω) := by
      unfold productEnergy
      field_simp
    rw [e, le_div_iff₀ (by positivity)]
    nlinarith [sq_nonneg (Ω - √(1 + k))]
```

## (f) The RPA energy with $k^2$ factored out

**Task.** For $-1<k<1$, put the RPA correlation energy over a positive denominator. The two bounds keep $w^2=1+k$ and the shifted squared frequency $w^2+a=1-k$ positive.

**Solution.** With $v=\sqrt{1-k}$, part (c) gives
$$\frac{v-u}2+\frac{k}{2u}=\frac{uv-1}{2u}=\frac{-k^2}{2u(uv+1)},$$
because $u^2v^2-1=-k^2$. The code clears the denominator and uses the squares of $u$ and $v$.

```lean
/-- The RPA correlation energy of the Moshinsky atom in closed form, with the factor `k ^ 2`
taken out. -/
theorem rpaCorrelation_eq {k : ℝ} (h1 : -1 < k) (h2 : k < 1) :
    rpaCorrelation k = -k ^ 2 / (2 * √(1 + k) * (√(1 + k) * √(1 - k) + 1)) := by
  have hu0 : 0 < √(1 + k) := Real.sqrt_pos.2 (by linarith)
  have hu : √(1 + k) ^ 2 = 1 + k := Real.sq_sqrt (by linarith)
  have hv : √(1 - k) ^ 2 = 1 - k := Real.sq_sqrt (by linarith)
  rw [rpaCorrelation, (rpaEnergy_eq hu0 (by rw [hu]; linarith)).2, hu,
    show 1 + k + -2 * k = 1 - k by ring]
  have hv0 := Real.sqrt_nonneg (1 - k)
  generalize √(1 + k) = u at *
  generalize √(1 - k) = v at *
  have h : -2 * k / (4 * u) * u = -k / 2 := by
    rw [div_mul_eq_mul_div, div_eq_div_iff (by positivity) two_ne_zero]
    ring
  rw [eq_div_iff (by positivity)]
  linear_combination (-2 * (u * v + 1)) * h + (v ^ 2 - (u * v + 1)) * hu + (1 + k) * hv
```

## (g) The exact energy with $k^2$ factored out

**Task.** Do the same for the exact correlation energy when $k>-1/2$.

**Solution.** Since $(1+s)^2-4u^2=2(s-1-k)$ and $s^2-(1+k)^2=-k^2$,
$$\frac{1+s-2u}2=\frac{s-1-k}{1+s+2u}=\frac{-k^2}{(s+1+k)(1+s+2u)}.$$

```lean
/-- The exact correlation energy of the Moshinsky atom with the factor `k ^ 2` taken out. -/
theorem exactCorrelation_eq {k : ℝ} (hk : -1 / 2 < k) :
    exactCorrelation k
      = -k ^ 2 / ((√(1 + 2 * k) + 1 + k) * (1 + √(1 + 2 * k) + 2 * √(1 + k))) := by
  have hu : √(1 + k) ^ 2 = 1 + k := Real.sq_sqrt (by linarith)
  have hs : √(1 + 2 * k) ^ 2 = 1 + 2 * k := Real.sq_sqrt (by linarith)
  have hu0 := Real.sqrt_nonneg (1 + k)
  have hs0 := Real.sqrt_nonneg (1 + 2 * k)
  unfold exactCorrelation
  generalize √(1 + k) = u at *
  generalize √(1 + 2 * k) = s at *
  rw [eq_div_iff (mul_pos (by linarith) (by linarith)).ne']
  linear_combination ((s + 1 + k) / 2 + 1) * hs - 2 * (s + 1 + k) * hu
```

## (h) Overcorrelation

**Task.** For $0<k<1$, show that the RPA value lies strictly below the exact one, which is negative.

**Solution.** Let $D$ and $N$ be the denominators in (f) and (g). From $uv\le(u^2+v^2)/2=1$ follows $D\le4u$. From $s\ge1$ and $k>0$ follows $N>2(2+2u)>4u$. So $0<D<N$, which is `hDN`, and $-k^2/D<-k^2/N<0$.

```lean
/-- For `0 < k < 1` the exact correlation energy is negative and the RPA value lies strictly
below it. -/
theorem rpa_overcorrelates {k : ℝ} (h0 : 0 < k) (h1 : k < 1) :
    rpaCorrelation k < exactCorrelation k ∧ exactCorrelation k < 0 := by
  rw [rpaCorrelation_eq (by linarith) h1, exactCorrelation_eq (by linarith)]
  have hu0 : 0 < √(1 + k) := Real.sqrt_pos.2 (by linarith)
  have hu : √(1 + k) ^ 2 = 1 + k := Real.sq_sqrt (by linarith)
  have hv : √(1 - k) ^ 2 = 1 - k := Real.sq_sqrt (by linarith)
  have hv0 := Real.sqrt_nonneg (1 - k)
  have hs : 1 ≤ √(1 + 2 * k) := (Real.le_sqrt' one_pos).2 (by linarith)
  generalize √(1 + k) = u at *
  generalize √(1 - k) = v at *
  generalize √(1 + 2 * k) = s at *
  have huv : u * v ≤ 1 := by nlinarith [sq_nonneg (u - v)]
  have hD : 0 < 2 * u * (u * v + 1) := by positivity
  -- compare the two denominators
  have hDN : 2 * u * (u * v + 1) < (s + 1 + k) * (1 + s + 2 * u) := by
    have e1 : u * (u * v) ≤ u * 1 := mul_le_mul_of_nonneg_left huv hu0.le
    have e2 : 0 ≤ (s + 1 + k - 2) * (1 + s + 2 * u) :=
      mul_nonneg (by linarith) (by linarith)
    nlinarith
  have hk2 : 0 < k ^ 2 := by positivity
  constructor
  · rw [div_lt_div_iff₀ hD (hD.trans hDN)]
    nlinarith [mul_lt_mul_of_pos_left hDN hk2]
  · exact div_neg_of_neg_of_pos (by linarith) (hD.trans hDN)
```

## (i) The factor of two

**Task.** Find the limit of the ratio of RPA to exact correlation energy as $k\to0$.

**Solution.** For $k\ne0$ near 0 the factor $-k^2$ cancels and the ratio is $N/D$. This is continuous at $k=0$, where $N=2\cdot4=8$ and $D=2\cdot2=4$, so the limit is 2. The filter `𝓝[≠] 0` lets $k$ approach from both sides while excluding $k=0$.

```lean
/-- In the weak-coupling limit the ratio of the RPA to the exact correlation energy of the
Moshinsky atom tends to two. -/
theorem tendsto_rpa_div_exact :
    Tendsto (fun k => rpaCorrelation k / exactCorrelation k) (𝓝[≠] 0) (𝓝 2) := by
  have hc : ContinuousAt (fun k : ℝ =>
      ((√(1 + 2 * k) + 1 + k) * (1 + √(1 + 2 * k) + 2 * √(1 + k)))
        / (2 * √(1 + k) * (√(1 + k) * √(1 - k) + 1))) 0 :=
    ContinuousAt.div (by fun_prop) (by fun_prop) (by norm_num)
  have hl := hc.tendsto.mono_left (nhdsWithin_le_nhds (s := {(0 : ℝ)}ᶜ))
  have e : ((√(1 + 2 * (0 : ℝ)) + 1 + 0) * (1 + √(1 + 2 * (0 : ℝ)) + 2 * √(1 + (0 : ℝ))))
      / (2 * √(1 + (0 : ℝ)) * (√(1 + (0 : ℝ)) * √(1 - (0 : ℝ)) + 1)) = 2 := by
    norm_num
  rw [e] at hl
  have key : ∀ c N D : ℝ, c ≠ 0 → N ≠ 0 → D ≠ 0 → N / D = c / D / (c / N) := by
    intro c N D h1 h2 h3
    field_simp
  refine hl.congr' ?_
  filter_upwards [self_mem_nhdsWithin, mem_nhdsWithin_of_mem_nhds
    (Ioo_mem_nhds (by norm_num : (-1 / 2 : ℝ) < 0) (by norm_num : (0 : ℝ) < 1))] with k hk0 hk
  have hk0' : k ≠ 0 := hk0
  obtain ⟨ha, hb⟩ := hk
  have hu0 : 0 < √(1 + k) := Real.sqrt_pos.2 (by linarith)
  have hs0 := Real.sqrt_nonneg (1 + 2 * k)
  -- the common factor k ^ 2 cancels
  rw [rpaCorrelation_eq (by linarith) hb, exactCorrelation_eq ha]
  exact key _ _ _ (neg_ne_zero.2 (pow_ne_zero 2 hk0'))
    (mul_pos (by linarith) (by linarith)).ne' (by positivity)

end

end MoshinskyRPA
```

```lean
#print axioms MoshinskyRPA.hamiltonian_groundState
#print axioms MoshinskyRPA.isLeast_productEnergy
#print axioms MoshinskyRPA.rpa_overcorrelates
#print axioms MoshinskyRPA.tendsto_rpa_div_exact
```

```
'MoshinskyRPA.hamiltonian_groundState' depends on axioms: [propext, Classical.choice, Quot.sound]
'MoshinskyRPA.isLeast_productEnergy' depends on axioms: [propext, Classical.choice, Quot.sound]
'MoshinskyRPA.rpa_overcorrelates' depends on axioms: [propext, Classical.choice, Quot.sound]
'MoshinskyRPA.tendsto_rpa_div_exact' depends on axioms: [propext, Classical.choice, Quot.sound]
```

## Leaving out the self-interaction

Suppose the self-interaction is dropped and the coupling $-kxy$ itself is used, which is no longer direct RPA. It shifts the squared frequencies of the two modes $(x\pm y)/\sqrt2$ by $\mp k$. Adding the formula of (c) for $a=-k$ and $a=+k$, the first-order terms cancel and the sum is $(1+s)/2-u$, the exact correlation energy. The ratio would then be 1 for every nonzero $k>-1/2$. In this two-particle harmonic model, the overcorrelation of direct RPA, a known concern in electronic-structure calculations, thus comes entirely from self-interaction.
